# In a one-dimensional chain of symmetric scatterers, each band-edge condition involves one parity channel

Take a cell of length a with a symmetric scatterer at its centre, and suppose that the wave outside the scatterer is purely even. At distance r from the centre it is cos(kr + d0), where k ≠ 0 is the wave number and d0 the even phase shift. At the two cell ends this wave has equal values and opposite slopes. A Bloch state must pick up the same factor z = exp(iq) in both value and slope from the left end to the right, so with θ0 = ka/2 + d0

(1 − z) cos θ0 = 0,  (1 + z) sin θ0 = 0.

Either z = 1 and sin θ0 = 0, or z = −1 and cos θ0 = 0. Together these cases say

sin(ka + 2d0) = 2 sin θ0 cos θ0 = 0.

The odd phase shift d1 does not appear. A general Bloch state mixes both parities. For k ≠ 0, a Bloch state of any kind with real Bloch phase q exists exactly when sin(ka + 2d0) sin(ka + 2d1) ≥ 0, and the edge conditions are the zeros of the two factors.

In Lean 4 with Mathlib:

```lean
import Mathlib

open Real

namespace OneDimKKR

noncomputable section
```

## The wave in one cell

Let u be the position measured from the centre, and let A and B be the complex even and odd amplitudes. To the right of the scatterer

ψ(u) = A cos(ku + d0) + B sin(ku + d1).

Parity fixes the wave on the left: it has the same form with d0 and d1 replaced by −d0 and −d1.

```lean
/-- The wave `A cos(k u + d0) + B sin(k u + d1)` to the right of a symmetric scatterer, with even
amplitude `A` and odd amplitude `B`. The wave to the left has both phase shifts reversed. -/
def outerWave (k d0 d1 : ℝ) (A B : ℂ) (u : ℝ) : ℂ :=
  A * (Real.cos (k * u + d0) : ℂ) + B * (Real.sin (k * u + d1) : ℂ)
```

The phase shifts are real numbers given at one value of k, which describes elastic scattering without absorption. They are not computed from a potential, and their dependence on energy does not enter. The scatterer is taken to end before the cell boundary, so that this form holds around u = ±a/2.

A Bloch state is a pair (A, B), not both zero, with

ψ(a/2) = exp(iq) ψ(−a/2),  ψ′(a/2) = exp(iq) ψ′(−a/2).

In `IsBlochState` the left-hand wave is `outerWave k (-d0) (-d1) A B`. The real number `q` is the phase gained per cell, that is, the Bloch wave number times a. No normalisation is imposed, since the conditions are linear.

```lean
/-- The amplitudes `A` and `B` are not both zero, and the wave they give in the cell from `-a/2` to
`a/2` has value and derivative at the right end equal to `exp(i q)` times those at the left end. -/
def IsBlochState (k a d0 d1 q : ℝ) (A B : ℂ) : Prop :=
  (A ≠ 0 ∨ B ≠ 0) ∧
  outerWave k d0 d1 A B (a / 2) =
    Complex.exp (q * Complex.I) * outerWave k (-d0) (-d1) A B (-(a / 2)) ∧
  deriv (outerWave k d0 d1 A B) (a / 2) =
    Complex.exp (q * Complex.I) * deriv (outerWave k (-d0) (-d1) A B) (-(a / 2))
```

## Two linear equations for the amplitudes

The slope of the right-hand wave is

ψ′(u) = k [B cos(ku + d1) − A sin(ku + d0)].

The proof differentiates the inner function ku + d once and applies the chain rule to the cosine and the sine.

```lean
/-- The derivative of the wave outside the scatterer. -/
theorem hasDerivAt_outerWave (k d0 d1 : ℝ) (A B : ℂ) (u : ℝ) :
    HasDerivAt (outerWave k d0 d1 A B)
      ((k : ℂ) * (B * (Real.cos (k * u + d1) : ℂ) - A * (Real.sin (k * u + d0) : ℂ))) u := by
  have hl (d : ℝ) : HasDerivAt (fun v : ℝ => k * v + d) k u :=
    (((hasDerivAt_id' u).const_mul k).add_const d).congr_deriv (mul_one k)
  have hc := (hl d0).cos.ofReal_comp
  have hs := (hl d1).sin.ofReal_comp
  exact ((hc.const_mul A).fun_add (hs.const_mul B)).congr_deriv (by push_cast; ring)
```

Write θ1 = ka/2 + d1. At the right end the value is A cos θ0 + B sin θ1, and at the left end it is A cos θ0 − B sin θ1. The slopes are k(B cos θ1 − A sin θ0) and k(B cos θ1 + A sin θ0). The Bloch conditions become

cos θ0 (1 − z) A + sin θ1 (1 + z) B = 0,
−sin θ0 (1 + z) A + cos θ1 (1 − z) B = 0.

The second line has been divided by k, which is where k ≠ 0 is used. At k = 0 the slope condition would read 0 = 0 and would constrain nothing. In the proof, `mul_left_cancel₀` performs the division, and `linear_combination` rearranges the terms.

```lean
/-- For `k ≠ 0` the Bloch conditions are two linear equations for the even and odd amplitudes. -/
theorem isBlochState_iff {k : ℝ} (hk : k ≠ 0) (a d0 d1 q : ℝ) (A B : ℂ) :
    IsBlochState k a d0 d1 q A B ↔ (A ≠ 0 ∨ B ≠ 0) ∧
      (Real.cos (k * a / 2 + d0) : ℂ) * (1 - Complex.exp (q * Complex.I)) * A
        + (Real.sin (k * a / 2 + d1) : ℂ) * (1 + Complex.exp (q * Complex.I)) * B = 0 ∧
      -(Real.sin (k * a / 2 + d0) : ℂ) * (1 + Complex.exp (q * Complex.I)) * A
        + (Real.cos (k * a / 2 + d1) : ℂ) * (1 - Complex.exp (q * Complex.I)) * B = 0 := by
  have hk' : (k : ℂ) ≠ 0 := Complex.ofReal_ne_zero.mpr hk
  have e (d : ℝ) : k * (-(a / 2)) + -d = -(k * a / 2 + d) := by ring
  have e' (d : ℝ) : k * (a / 2) + d = k * a / 2 + d := by ring
  unfold IsBlochState
  rw [(hasDerivAt_outerWave k d0 d1 A B (a / 2)).deriv,
    (hasDerivAt_outerWave k (-d0) (-d1) A B (-(a / 2))).deriv]
  simp only [outerWave, e, e', Real.cos_neg, Real.sin_neg, Complex.ofReal_neg]
  refine and_congr_right fun _ => and_congr ?_ ?_
  · constructor <;> intro h <;> linear_combination h
  · constructor <;> intro h
    · apply mul_left_cancel₀ hk'
      linear_combination h
    · linear_combination (k : ℂ) * h
```

## The band equation as a determinant

Nonzero amplitudes exist exactly when the determinant vanishes:

cos θ0 cos θ1 (1 − z)² + sin θ0 sin θ1 (1 + z)² = 0.

Expand it and use

z² + 1 = 2z cos q,
cos(d0 − d1) = cos θ0 cos θ1 + sin θ0 sin θ1,
cos(ka + d0 + d1) = cos θ0 cos θ1 − sin θ0 sin θ1.

The determinant is then

2z [cos q cos(d0 − d1) − cos(ka + d0 + d1)],

and since z ≠ 0, the bracket must vanish. This is a one-dimensional Korringa–Kohn–Rostoker (KKR) band equation, obtained here by matching at the cell boundary and not from the lattice sums known as structure constants.

In the proof, `lin` is the determinant criterion, with an explicit nonzero solution in each case. The identities for the two cosines are `h1` and `h2`, the one for z is `hq`, and `hdet` is the factorised determinant.

```lean
/-- The KKR band equation: for `k ≠ 0` a Bloch state with Bloch phase `q` exists exactly when
`cos q cos(d0 - d1) = cos(k a + d0 + d1)`. -/
theorem band_equation {k : ℝ} (hk : k ≠ 0) (a d0 d1 q : ℝ) :
    (∃ A B : ℂ, IsBlochState k a d0 d1 q A B) ↔
      Real.cos q * Real.cos (d0 - d1) = Real.cos (k * a + d0 + d1) := by
  -- a homogeneous 2 x 2 system has a nonzero solution iff its determinant vanishes
  have lin : ∀ p r s t : ℂ, (∃ A B : ℂ, (A ≠ 0 ∨ B ≠ 0) ∧ p * A + r * B = 0 ∧
      s * A + t * B = 0) ↔ p * t - r * s = 0 := by
    intro p r s t
    constructor
    · rintro ⟨A, B, hA | hB, h1, h2⟩
      · exact (mul_eq_zero.mp (show A * (p * t - r * s) = 0 by
          linear_combination t * h1 - r * h2)).resolve_left hA
      · exact (mul_eq_zero.mp (show B * (p * t - r * s) = 0 by
          linear_combination p * h2 - s * h1)).resolve_left hB
    · intro h
      by_cases h0 : r = 0 ∧ p = 0
      · obtain ⟨rfl, rfl⟩ := h0
        by_cases h3 : t = 0 ∧ s = 0
        · exact ⟨1, 0, Or.inl one_ne_zero, by simp, by simp [h3.2]⟩
        · exact ⟨t, -s, (not_and_or.mp h3).imp id neg_ne_zero.mpr, by simp, by ring⟩
      · exact ⟨r, -p, (not_and_or.mp h0).imp id neg_ne_zero.mpr, by ring,
          by linear_combination -h⟩
  have h1 : Real.cos (d0 - d1) = Real.cos (k * a / 2 + d0) * Real.cos (k * a / 2 + d1)
      + Real.sin (k * a / 2 + d0) * Real.sin (k * a / 2 + d1) := by
    rw [← Real.cos_sub]; congr 1; ring
  have h2 : Real.cos (k * a + d0 + d1) = Real.cos (k * a / 2 + d0) * Real.cos (k * a / 2 + d1)
      - Real.sin (k * a / 2 + d0) * Real.sin (k * a / 2 + d1) := by
    rw [← Real.cos_add]; congr 1; ring
  have hz : Complex.exp (q * Complex.I) ≠ 0 := Complex.exp_ne_zero _
  have hq : Complex.exp (q * Complex.I) ^ 2 + 1
      = 2 * (Real.cos q : ℂ) * Complex.exp (q * Complex.I) := by
    rw [Complex.exp_mul_I, Complex.ofReal_cos]
    linear_combination Complex.sin (q : ℂ) ^ 2 * Complex.I_sq
      - Complex.sin_sq_add_cos_sq (q : ℂ)
  simp only [isBlochState_iff hk]
  rw [lin, h1, h2]
  generalize Complex.exp (q * Complex.I) = z at hz hq ⊢
  generalize Real.cos (k * a / 2 + d0) = c0
  generalize Real.cos (k * a / 2 + d1) = c1
  generalize Real.sin (k * a / 2 + d0) = s0
  generalize Real.sin (k * a / 2 + d1) = s1
  -- the determinant is the band equation times a nonzero factor
  have hdet : (c0 : ℂ) * (1 - z) * ((c1 : ℂ) * (1 - z))
      - (s1 : ℂ) * (1 + z) * (-(s0 : ℂ) * (1 + z))
      = 2 * z * ((Real.cos q * (c0 * c1 + s0 * s1) - (c0 * c1 - s0 * s1) : ℝ) : ℂ) := by
    simp only [Complex.ofReal_sub, Complex.ofReal_add, Complex.ofReal_mul]
    linear_combination ((c0 : ℂ) * c1 + s0 * s1) * hq
  rw [hdet, mul_eq_zero, or_iff_right (mul_ne_zero two_ne_zero hz), Complex.ofReal_eq_zero,
    sub_eq_zero]
```

## One factor for each parity

Set x = ka, s = x + d0 + d1 and t = d0 − d1. Then s + t = x + 2d0 and s − t = x + 2d1, and

sin(s + t) sin(s − t) = sin² s cos² t − cos² s sin² t
= (1 − cos² s) cos² t − cos² s (1 − cos² t)
= cos² t − cos² s.

Hence

cos²(d0 − d1) − cos²(x + d0 + d1) = sin(x + 2d0) sin(x + 2d1).

The `rw` step introduces s ± t and the addition formulas; `linear_combination` supplies the two uses of sin² + cos² = 1.

```lean
/-- The difference `cos(d0 - d1)^2 - cos(x + d0 + d1)^2` is a product of one factor containing only
`d0` and one containing only `d1`. -/
theorem discriminant_factorises (x d0 d1 : ℝ) :
    Real.cos (d0 - d1) ^ 2 - Real.cos (x + d0 + d1) ^ 2
      = Real.sin (x + 2 * d0) * Real.sin (x + 2 * d1) := by
  rw [show x + 2 * d0 = (x + d0 + d1) + (d0 - d1) by ring,
    show x + 2 * d1 = (x + d0 + d1) - (d0 - d1) by ring,
    Real.sin_add (x + d0 + d1) (d0 - d1), Real.sin_sub (x + d0 + d1) (d0 - d1)]
  linear_combination Real.cos (x + d0 + d1) ^ 2 * Real.sin_sq_add_cos_sq (d0 - d1)
    - Real.cos (d0 - d1) ^ 2 * Real.sin_sq_add_cos_sq (x + d0 + d1)
```

## When a real Bloch phase exists

If q solves cos q cos t = cos s, then

cos² t − cos² s = sin² q cos² t ≥ 0.

Conversely, suppose that cos² s ≤ cos² t. If cos t ≠ 0, the ratio cos s / cos t lies between −1 and 1, and q = arccos(cos s / cos t) is a solution. If cos t = 0, then cos s = 0 as well and every q is a solution; the proof picks q = 0. The product form therefore needs no condition on cos(d0 − d1).

```lean
/-- The band equation in product form has a real solution `q` exactly when
`sin(x + 2 d0) sin(x + 2 d1)` is not negative. -/
theorem band_equation_solvable (x d0 d1 : ℝ) :
    (∃ q : ℝ, Real.cos q * Real.cos (d0 - d1) = Real.cos (x + d0 + d1)) ↔
      0 ≤ Real.sin (x + 2 * d0) * Real.sin (x + 2 * d1) := by
  rw [← discriminant_factorises]
  constructor
  · rintro ⟨q, h⟩
    have hs : Real.cos (d0 - d1) ^ 2 - Real.cos (x + d0 + d1) ^ 2
        = (Real.sin q * Real.cos (d0 - d1)) ^ 2 := by
      rw [← h]
      linear_combination -Real.cos (d0 - d1) ^ 2 * Real.sin_sq_add_cos_sq q
    rw [hs]
    positivity
  · intro h
    have hle := sq_le_sq.mp (sub_nonneg.mp h)
    by_cases h0 : Real.cos (d0 - d1) = 0
    · rw [h0, abs_zero] at hle
      exact ⟨0, by rw [h0, mul_zero, abs_nonpos_iff.mp hle]⟩
    · have hr : |Real.cos (x + d0 + d1) / Real.cos (d0 - d1)| ≤ 1 := by
        rw [abs_div, div_le_one (abs_pos.mpr h0)]
        exact hle
      refine ⟨Real.arccos (Real.cos (x + d0 + d1) / Real.cos (d0 - d1)), ?_⟩
      rw [Real.cos_arccos (abs_le.mp hr).1 (abs_le.mp hr).2, div_mul_cancel₀ _ h0]
```

Combining this with the determinant condition gives the criterion for the states themselves. For k ≠ 0, `allowed_band_iff` says that some real q and some nonzero pair (A, B) satisfy the Bloch conditions exactly when

sin(ka + 2d0) sin(ka + 2d1) ≥ 0.

```lean
/-- Allowed bands: for `k ≠ 0` a Bloch state with real Bloch phase exists exactly when
`sin(k a + 2 d0) sin(k a + 2 d1)` is not negative. -/
theorem allowed_band_iff {k : ℝ} (hk : k ≠ 0) (a d0 d1 : ℝ) :
    (∃ q : ℝ, ∃ A B : ℂ, IsBlochState k a d0 d1 q A B) ↔
      0 ≤ Real.sin (k * a + 2 * d0) * Real.sin (k * a + 2 * d1) :=
  (exists_congr fun q => band_equation hk a d0 d1 q).trans
    (band_equation_solvable (k * a) d0 d1)
```

The familiar quotient form

cos q = cos(x + d0 + d1) / cos(d0 − d1)

requires cos(d0 − d1) ≠ 0. Physically, |cos(d0 − d1)| is the modulus of the transmission amplitude of a single scatterer, so the condition excludes perfect reflection. Multiplying by the denominator returns the product form.

```lean
/-- When `cos(d0 - d1) ≠ 0`, the band equation in quotient form has a real solution `q` exactly
when `sin(x + 2 d0) sin(x + 2 d1)` is not negative. -/
theorem quotient_band_equation_solvable (x : ℝ) {d0 d1 : ℝ} (h : Real.cos (d0 - d1) ≠ 0) :
    (∃ q : ℝ, Real.cos q = Real.cos (x + d0 + d1) / Real.cos (d0 - d1)) ↔
      0 ≤ Real.sin (x + 2 * d0) * Real.sin (x + 2 * d1) := by
  simp only [eq_div_iff h]
  exact band_equation_solvable x d0 d1
```

## Edge conditions and states of pure parity

At q = 0 and q = π the cosine is ±1. The quotient takes one of these values exactly when cos² s = cos² t, and by the factorisation this means

sin(x + 2d0) = 0 or sin(x + 2d1) = 0.

The proof squares the two alternatives into one equation and replaces the product of sines by the difference of squares. These are edge conditions at a given x; a gap need not open at each of them. With d0 = d1 = 0 both sines vanish together and neighbouring bands touch.

```lean
/-- When `cos(d0 - d1) ≠ 0`, the quotient `cos(x + d0 + d1) / cos(d0 - d1)` is `1` or `-1` exactly
when `sin(x + 2 d0) = 0` or `sin(x + 2 d1) = 0`. -/
theorem band_edge_iff (x : ℝ) {d0 d1 : ℝ} (h : Real.cos (d0 - d1) ≠ 0) :
    (Real.cos (x + d0 + d1) / Real.cos (d0 - d1) = 1 ∨
      Real.cos (x + d0 + d1) / Real.cos (d0 - d1) = -1) ↔
      (Real.sin (x + 2 * d0) = 0 ∨ Real.sin (x + 2 * d1) = 0) := by
  rw [div_eq_iff h, div_eq_iff h, one_mul, neg_one_mul, ← sq_eq_sq_iff_eq_or_eq_neg,
    ← mul_eq_zero, ← discriminant_factorises, sub_eq_zero]
  exact eq_comm
```

The two linear equations for the amplitudes now give the states that belong to each factor. Put A = 1 and B = 0, multiply the first equation by sin θ0 and subtract cos θ0 times the second. The terms in z cancel and leave 2 sin θ0 cos θ0 = 0. Conversely, q = 0 works if sin θ0 = 0, and q = π works if cos θ0 = 0. The odd case, A = 0 and B = 1, runs in the same way with θ1.

```lean
/-- For `k ≠ 0` a purely even Bloch state exists exactly when `sin(k a + 2 d0) = 0`, and a purely
odd one exactly when `sin(k a + 2 d1) = 0`. -/
theorem pure_parity_state_iff {k : ℝ} (hk : k ≠ 0) (a d0 d1 : ℝ) :
    ((∃ q : ℝ, IsBlochState k a d0 d1 q 1 0) ↔ Real.sin (k * a + 2 * d0) = 0) ∧
    ((∃ q : ℝ, IsBlochState k a d0 d1 q 0 1) ↔ Real.sin (k * a + 2 * d1) = 0) := by
  have dbl (d : ℝ) : Real.sin (k * a + 2 * d)
      = 2 * Real.sin (k * a / 2 + d) * Real.cos (k * a / 2 + d) := by
    rw [← Real.sin_two_mul]; congr 1; ring
  simp only [isBlochState_iff hk, dbl]
  constructor
  · constructor
    · rintro ⟨q, -, h1, h2⟩
      apply Complex.ofReal_injective
      simp only [Complex.ofReal_mul, Complex.ofReal_ofNat, Complex.ofReal_zero]
      linear_combination (Real.sin (k * a / 2 + d0) : ℂ) * h1
        - (Real.cos (k * a / 2 + d0) : ℂ) * h2
    · intro h
      rcases mul_eq_zero.mp h with hs | hc
      · have hs' : Real.sin (k * a / 2 + d0) = 0 := by linarith
        exact ⟨0, Or.inl one_ne_zero, by simp, by rw [hs']; simp⟩
      · exact ⟨π, Or.inl one_ne_zero, by rw [hc]; simp,
          by rw [Complex.exp_pi_mul_I]; ring⟩
  · constructor
    · rintro ⟨q, -, h1, h2⟩
      apply Complex.ofReal_injective
      simp only [Complex.ofReal_mul, Complex.ofReal_ofNat, Complex.ofReal_zero]
      linear_combination (Real.cos (k * a / 2 + d1) : ℂ) * h1
        + (Real.sin (k * a / 2 + d1) : ℂ) * h2
    · intro h
      rcases mul_eq_zero.mp h with hs | hc
      · have hs' : Real.sin (k * a / 2 + d1) = 0 := by linarith
        exact ⟨0, Or.inr one_ne_zero, by rw [hs']; simp, by simp⟩
      · exact ⟨π, Or.inr one_ne_zero, by rw [Complex.exp_pi_mul_I]; ring,
          by rw [hc]; simp⟩
```

Since the even condition contains only d0, replacing d1 by zero leaves it as it was. `even_edge_without_odd_channel` states this for the existence of a purely even Bloch state at fixed k and d0. Unless 2d1 is a multiple of π, the odd edge condition does change, from sin(ka + 2d1) = 0 to sin(ka) = 0, and in general so does the dispersion inside a band.

```lean
/-- For `k ≠ 0`, setting the odd phase shift to zero does not change whether a purely even Bloch
state exists. -/
theorem even_edge_without_odd_channel {k : ℝ} (hk : k ≠ 0) (a d0 d1 : ℝ) :
    (∃ q : ℝ, IsBlochState k a d0 d1 q 1 0) ↔ ∃ q : ℝ, IsBlochState k a d0 0 q 1 0 :=
  (pure_parity_state_iff hk a d0 d1).1.trans (pure_parity_state_iff hk a d0 0).1.symm

end

end OneDimKKR
```

```lean
#print axioms OneDimKKR.allowed_band_iff
-- 'OneDimKKR.allowed_band_iff' depends on axioms: [propext, Classical.choice, Quot.sound]
#print axioms OneDimKKR.quotient_band_equation_solvable
-- 'OneDimKKR.quotient_band_equation_solvable' depends on axioms: [propext, Classical.choice, Quot.sound]
#print axioms OneDimKKR.band_edge_iff
-- 'OneDimKKR.band_edge_iff' depends on axioms: [propext, Classical.choice, Quot.sound]
#print axioms OneDimKKR.even_edge_without_odd_channel
-- 'OneDimKKR.even_edge_without_odd_channel' depends on axioms: [propext, Classical.choice, Quot.sound]
```

## Locating the edges in a band calculation

For non-interacting electrons in a one-dimensional crystal with one symmetric scatterer per cell, the edges of the two parities can be located separately. Let the potential be bounded, so that ψ′ is continuous at the centre. At each energy above the constant potential between the scatterers, where k is real and nonzero, one integrates the Schrödinger equation outward from the centre twice, starting with ψ = 1, ψ′ = 0 for the even solution and with ψ = 0, ψ′ = 1 for the odd one. At the distance R from the centre where the scatterer ends, the logarithmic derivatives ψ′/ψ give the phase shifts:

even: ψ′/ψ = −k tan(kR + d0),
odd: ψ′/ψ = k cot(kR + d1).

Each phase shift is fixed only up to a multiple of π, which does not affect sin(ka + 2d0) or sin(ka + 2d1). A root search on the first sine uses only the even solution, and one on the second only the odd solution. Between the edges, the sign of the product separates bands from gaps, and inside a band the arccosine of the quotient gives the solution q between 0 and π; the other solution is −q, up to multiples of 2π.
